# The leading tensor of the four-photon box cancels between photon orderings in four dimensions

Four photons can scatter off one another through a closed electron loop, but by power counting each ordering of the photons around the loop gives a logarithmically divergent integral in four dimensions. For Euclidean gamma matrices, the tensor that multiplies this divergence sums to zero over the three inequivalent orderings.

```lean
import Mathlib

namespace LightByLightBox

noncomputable section

variable {ι κ : Type*} [Fintype ι] [DecidableEq ι] [Fintype κ] [DecidableEq κ]

/-- The Kronecker delta, which is the Euclidean metric. -/
def δ {ι : Type*} [DecidableEq ι] (a b : ι) : ℂ := if a = b then 1 else 0

/-- The Euclidean Clifford relation for a family of gamma matrices. -/
def IsClifford (g : ι → Matrix κ κ ℂ) : Prop :=
  ∀ a b, g a * g b + g b * g a = (2 * δ a b) • (1 : Matrix κ κ ℂ)

/-- The contraction of a matrix between two gamma matrices with a summed index. -/
def contract (g : ι → Matrix κ κ ℂ) (X : Matrix κ κ ℂ) : Matrix κ κ ℂ :=
  ∑ a, g a * X * g a

/-- The leading box trace for one photon ordering, with the four loop momenta
replaced by the sum of the three pairings of their indices. -/
def boxTensor (g : ι → Matrix κ κ ℂ) (μ ν ρ σ : ι) : ℂ :=
  ∑ a, ∑ b, ∑ c, ∑ d,
    (g μ * g a * g ν * g b * g ρ * g c * g σ * g d).trace *
      (δ a b * δ c d + δ a c * δ b d + δ b c * δ a d)

omit [Fintype ι] in
lemma δ_comm (a b : ι) : δ a b = δ b a := by
  simp only [δ, eq_comm]

lemma sum_mul_δ (f : ι → ℂ) (a : ι) : ∑ b, f b * δ a b = f a := by
  simp [δ]

/-- Summing a four-index tensor against the three pairings leaves three double sums. -/
lemma sum_pairings (F : ι → ι → ι → ι → ℂ) :
    ∑ a, ∑ b, ∑ c, ∑ d, F a b c d * (δ a b * δ c d + δ a c * δ b d + δ b c * δ a d)
      = ∑ a, ∑ c, F a a c c + ∑ a, ∑ b, F a b a b + ∑ a, ∑ b, F a b b a := by
  simp only [mul_add, Finset.sum_add_distrib, ← mul_assoc, sum_mul_δ]
  simp only [← Finset.sum_mul, sum_mul_δ]

/-- Moving a gamma matrix out of a contraction costs one anticommutator. -/
theorem contract_step {g : ι → Matrix κ κ ℂ} (hg : IsClifford g) (n : ι)
    (X : Matrix κ κ ℂ) :
    contract g (g n * X) = (2 : ℂ) • (X * g n) - g n * contract g X := by
  have h : ∀ a, g a * (g n * X) * g a
      = (2 * δ a n) • (X * g a) - g n * (g a * X * g a) := by
    intro a
    have e : g a * (g n * X) * g a
        = (g a * g n + g n * g a) * X * g a - g n * (g a * X * g a) := by noncomm_ring
    rw [e, hg a n]
    simp only [Matrix.smul_mul, Matrix.one_mul]
  have h2 : ∑ a, (2 * δ a n) • (X * g a) = (2 : ℂ) • (X * g n) := by simp [δ]
  simp only [contract, h, Finset.sum_sub_distrib, h2, Matrix.mul_sum]

/-- In d dimensions, contracting around one gamma matrix multiplies it by 2 - d. -/
theorem contract_one {g : ι → Matrix κ κ ℂ} (hg : IsClifford g) (n : ι) :
    contract g (g n) = (2 - (Fintype.card ι : ℂ)) • g n := by
  have sq : ∀ a, g a * g a = 1 := by
    intro a
    have h := hg a a
    simp only [δ, ↓reduceIte] at h
    linear_combination (norm := module) (1 / 2 : ℂ) • h
  have h1 : contract g 1 = (Fintype.card ι : ℂ) • (1 : Matrix κ κ ℂ) := by
    simp only [contract, Matrix.mul_one, sq, Finset.sum_const, Finset.card_univ]
    exact (Nat.cast_smul_eq_nsmul ℂ _ _).symm
  have h := contract_step hg n 1
  rw [Matrix.mul_one, h1, Matrix.one_mul, Matrix.mul_smul, Matrix.mul_one] at h
  rw [h]
  module

lemma contract_two {g : ι → Matrix κ κ ℂ} (hg : IsClifford g) (n r : ι) :
    contract g (g n * g r)
      = (2 : ℂ) • (g r * g n) - (2 - (Fintype.card ι : ℂ)) • (g n * g r) := by
  rw [contract_step hg, contract_one hg, Matrix.mul_smul]

lemma contract_three {g : ι → Matrix κ κ ℂ} (hg : IsClifford g) (n b r : ι) :
    contract g (g n * (g b * g r)) = (2 : ℂ) • (g b * (g r * g n))
      - (2 : ℂ) • (g n * (g r * g b))
      + (2 - (Fintype.card ι : ℂ)) • (g n * (g b * g r)) := by
  rw [contract_step hg, contract_two hg]
  simp only [Matrix.mul_sub, Matrix.mul_smul, Matrix.mul_assoc]
  module

omit [Fintype ι] in
/-- The trace of four gamma matrices is the number of spinor components times an alternating sum of
the three pairings. -/
theorem trace_four {g : ι → Matrix κ κ ℂ} (hg : IsClifford g) (m n r s : ι) :
    (g m * (g n * (g r * g s))).trace
      = Fintype.card κ * (δ m n * δ r s - δ m r * δ n s + δ m s * δ n r) := by
  have t2 : ∀ a b, (g a * g b).trace = Fintype.card κ * δ a b := by
    intro a b
    have h := congrArg Matrix.trace (hg a b)
    rw [Matrix.trace_add, Matrix.trace_mul_comm (g b) (g a), Matrix.trace_smul,
      Matrix.trace_one, smul_eq_mul] at h
    linear_combination h / 2
  -- carry the first matrix through the other three
  have e : g m * (g n * (g r * g s)) + g n * (g r * g s) * g m
      = (g m * g n + g n * g m) * (g r * g s) - g n * (g m * g r + g r * g m) * g s
        + g n * g r * (g m * g s + g s * g m) := by noncomm_ring
  rw [hg m n, hg m r, hg m s] at e
  have h := congrArg Matrix.trace e
  rw [Matrix.trace_add, Matrix.trace_mul_comm (g n * (g r * g s)) (g m)] at h
  simp only [Matrix.trace_add, Matrix.trace_sub, Matrix.smul_mul, Matrix.mul_smul,
    Matrix.one_mul, Matrix.mul_one, Matrix.trace_smul, smul_eq_mul, t2] at h
  linear_combination h / 2

/-- The box tensor for one photon ordering, in any dimension and for any spinor size. -/
theorem boxTensor_eq {g : ι → Matrix κ κ ℂ} (hg : IsClifford g) (m n r s : ι) :
    boxTensor g m n r s = Fintype.card κ * ((Fintype.card ι : ℂ) - 2) *
      (Fintype.card ι * (δ m n * δ r s + δ m s * δ n r)
        - (Fintype.card ι + 4) * (δ m r * δ n s)) := by
  -- neighbouring momenta paired: (ab)(cd)
  have h1 : ∑ a, ∑ c, (g m * g a * g n * g a * g r * g c * g s * g c).trace
      = (2 - (Fintype.card ι : ℂ)) * (g m * contract g (g n) * (g r * g s)).trace := by
    calc _ = ∑ a, (g m * g a * g n * g a * g r * contract g (g s)).trace := by
          simp only [contract, Matrix.mul_sum, Matrix.trace_sum, Matrix.mul_assoc]
      _ = _ := by
          rw [contract_one hg s]
          simp only [contract, Matrix.sum_mul, Matrix.trace_sum,
            Matrix.mul_smul, Matrix.trace_smul, smul_eq_mul, Finset.mul_sum, Matrix.mul_assoc]
  -- crossed pairing: (ac)(bd)
  have h2 : ∑ a, ∑ b, (g m * g a * g n * g b * g r * g a * g s * g b).trace
      = 2 * (g m * contract g (g r * (g n * g s))).trace
        - 2 * (g m * (g n * (g r * contract g (g s)))).trace
        + (2 - (Fintype.card ι : ℂ)) * (g m * (g n * contract g (g r * g s))).trace := by
    calc _ = ∑ b, (g m * contract g (g n * (g b * g r)) * (g s * g b)).trace := by
          rw [Finset.sum_comm]
          simp only [contract, Matrix.mul_sum, Matrix.sum_mul, Matrix.trace_sum,
            Matrix.mul_assoc]
      _ = _ := by
          simp only [fun b => contract_three hg n b r]
          simp only [contract, Matrix.trace_sum, Matrix.mul_add,
            Matrix.mul_sub, Matrix.add_mul, Matrix.sub_mul, Matrix.mul_smul, Matrix.smul_mul,
            Matrix.trace_add, Matrix.trace_sub, Matrix.trace_smul, smul_eq_mul,
            Finset.sum_add_distrib, Finset.sum_sub_distrib, Finset.mul_sum, Matrix.mul_assoc]
  -- nested pairing: (ad)(bc)
  have h3 : ∑ a, ∑ b, (g m * g a * g n * g b * g r * g b * g s * g a).trace
      = (2 - (Fintype.card ι : ℂ)) * (g m * contract g (g n * (g r * g s))).trace := by
    calc _ = ∑ a, (g m * g a * g n * contract g (g r) * (g s * g a)).trace := by
          simp only [contract, Matrix.mul_sum, Matrix.sum_mul, Matrix.trace_sum,
            Matrix.mul_assoc]
      _ = _ := by
          rw [contract_one hg r]
          simp only [contract, Matrix.trace_sum, Matrix.mul_smul,
            Matrix.smul_mul, Matrix.trace_smul, smul_eq_mul, Finset.mul_sum, Matrix.mul_assoc]
  unfold boxTensor
  refine (sum_pairings _).trans ?_
  rw [h1, h2, h3]
  simp only [contract_one hg, contract_two hg, contract_three hg, Matrix.mul_add,
    Matrix.mul_sub, Matrix.mul_smul, Matrix.smul_mul, Matrix.trace_add, Matrix.trace_sub,
    Matrix.trace_smul, smul_eq_mul, Matrix.mul_assoc, trace_four hg,
    δ_comm s r, δ_comm s n, δ_comm r n]
  ring

/-- The sum of the box tensor over the three inequivalent photon orderings is
proportional to (d - 2)(d - 4) times the symmetric sum of pairings. -/
theorem boxTensor_sum {g : ι → Matrix κ κ ℂ} (hg : IsClifford g) (m n r s : ι) :
    boxTensor g m n r s + boxTensor g m n s r + boxTensor g m r n s
      = Fintype.card κ * (((Fintype.card ι : ℂ) - 2) * ((Fintype.card ι : ℂ) - 4)) *
        (δ m n * δ r s + δ m r * δ n s + δ m s * δ n r) := by
  simp only [boxTensor_eq hg, δ_comm s r, δ_comm r n]
  ring

/-- The sum over photon orderings vanishes for all polarization indices exactly in
two and in four dimensions. -/
theorem cancellation_iff [Nonempty ι] [Nonempty κ] {g : ι → Matrix κ κ ℂ}
    (hg : IsClifford g) :
    (∀ m n r s, boxTensor g m n r s + boxTensor g m n s r + boxTensor g m r n s = 0)
      ↔ Fintype.card ι = 2 ∨ Fintype.card ι = 4 := by
  constructor
  · intro h
    obtain ⟨i⟩ := ‹Nonempty ι›
    have h0 := h i i i i
    rw [boxTensor_sum hg] at h0
    simp only [δ, ↓reduceIte] at h0
    have hN : (Fintype.card κ : ℂ) ≠ 0 := Nat.cast_ne_zero.mpr Fintype.card_ne_zero
    have h1 : ((Fintype.card ι : ℂ) - 2) * ((Fintype.card ι : ℂ) - 4) = 0 := by
      apply mul_left_cancel₀ hN
      linear_combination h0 / 3
    rcases mul_eq_zero.mp h1 with h2 | h2
    · left
      exact_mod_cast sub_eq_zero.mp h2
    · right
      exact_mod_cast sub_eq_zero.mp h2
  · rintro (h | h) m n r s <;> rw [boxTensor_sum hg, h] <;> push_cast <;> ring

/-- For 4×4 gamma matrices in four dimensions, the box tensor has the stated form and
its sum over the three photon orderings is zero. -/
theorem box_divergence_cancels {g : Fin 4 → Matrix (Fin 4) (Fin 4) ℂ}
    (hg : IsClifford g) (m n r s : Fin 4) :
    boxTensor g m n r s = 32 * (δ m n * δ r s + δ m s * δ n r - 2 * (δ m r * δ n s)) ∧
    boxTensor g m n r s + boxTensor g m n s r + boxTensor g m r n s = 0 := by
  constructor
  · rw [boxTensor_eq hg, Fintype.card_fin]
    push_cast
    ring
  · exact (cancellation_iff hg).mpr (Or.inr (Fintype.card_fin 4)) m n r s

/-- An explicit slashed four-vector in a chiral Euclidean representation. -/
def slash (v : Fin 4 → ℂ) : Matrix (Fin 4) (Fin 4) ℂ :=
  !![0, 0, v 0 - Complex.I * v 3, -Complex.I * v 1 - v 2;
     0, 0, -Complex.I * v 1 + v 2, v 0 + Complex.I * v 3;
     v 0 + Complex.I * v 3, Complex.I * v 1 + v 2, 0, 0;
     Complex.I * v 1 - v 2, v 0 - Complex.I * v 3, 0, 0]

/-- The slashed unit vectors are 4×4 matrices obeying the Euclidean Clifford relation. -/
theorem isClifford_witness : IsClifford (fun a : Fin 4 => slash (δ a)) := by
  have h : ∀ u v : Fin 4 → ℂ, slash u * slash v + slash v * slash u
      = (2 * ∑ i, u i * v i) • (1 : Matrix (Fin 4) (Fin 4) ℂ) := by
    intro u v
    ext i j
    fin_cases i <;> fin_cases j <;>
      simp [slash, Fin.sum_univ_four] <;>
      ring_nf <;> (try simp only [Complex.I_sq]) <;> (try ring)
  intro a b
  beta_reduce
  rw [h, sum_mul_δ (δ a) b]

end

end LightByLightBox
```

```lean
#print axioms LightByLightBox.box_divergence_cancels
```

```
'LightByLightBox.box_divergence_cancels' depends on axioms: [propext, Classical.choice, Quot.sound]
```

## A tensor for each ordering, and their sum

Let $g_a$ be $N\times N$ complex matrices, with $a$ running over $d$ values, that satisfy
$$g_ag_b+g_bg_a=2\delta_{ab}\,1 .$$
This is `IsClifford g`. The index type `ι` labels the Euclidean directions and `κ` the spinor components, so $d$ is `Fintype.card ι` and $N$ is `Fintype.card κ`. No hermiticity is assumed. The function `boxTensor g m n r s` is
$$T_{mnrs}=\sum_{a,b,c,d'}\operatorname{tr}(g_mg_ag_ng_bg_rg_cg_sg_{d'})\,(\delta_{ab}\delta_{cd'}+\delta_{ac}\delta_{bd'}+\delta_{bc}\delta_{ad'}),$$
where $d'$ is the index called `d` in the code. Write
$$A=\delta_{mn}\delta_{rs},\qquad B=\delta_{mr}\delta_{ns},\qquad C=\delta_{ms}\delta_{nr}.$$

The theorem `box_divergence_cancels` takes $d=N=4$ and states that
$$T_{mnrs}=32(A+C-2B),\qquad T_{mnrs}+T_{mnsr}+T_{mrns}=0 .$$
It follows from two results for general $d$ and $N$, `boxTensor_eq` and `boxTensor_sum`:
$$T_{mnrs}=N(d-2)\,[\,d(A+C)-(d+4)B\,],$$
$$T_{mnrs}+T_{mnsr}+T_{mrns}=N(d-2)(d-4)(A+B+C).$$
By `cancellation_iff`, if there is at least one direction and one spinor component, the sum vanishes for all indices exactly when $d=2$ or $d=4$.

The matrices in `isClifford_witness` show that the four-dimensional hypothesis is satisfiable. There `slash v` is a slashed vector $\sum_a v_ag_a$ in a chiral representation, and `slash (δ a)` is its value on a unit vector.

## From the electron loop to the tensor

At loop momentum $k$ much larger than the electron mass and the photon momenta, each propagator behaves as $\slashed k/k^2$ up to a phase, with $\slashed k=\sum_a k_ag_a$. The integrand of one ordering is then proportional to
$$\frac{\operatorname{tr}(g_m\slashed k\,g_n\slashed k\,g_r\slashed k\,g_s\slashed k)}{(k^2)^4}.$$
In four dimensions its integral diverges logarithmically, while terms with more powers of mass or external momentum converge. Averaging over the directions of $k$ replaces
$$k_ak_bk_ck_{d'}\;\to\;\frac{(k^2)^2}{d(d+2)}(\delta_{ab}\delta_{cd'}+\delta_{ac}\delta_{bd'}+\delta_{bc}\delta_{ad'}).$$
`boxTensor` omits the factor $1/(d(d+2))$, which is $1/24$ in four dimensions and common to all orderings.

Four photons have six cyclic orderings around the loop. Reversing the direction of travel pairs them, which leaves the three in the theorem.

The file treats the matrix algebra. The integral, its regularization and the angular average belong to the physical reading given here. With that reading, the result means that one-loop QED needs no divergent counterterm for a four-photon contact interaction. A regulator that breaks gauge invariance, such as a momentum cutoff, can still leave a finite constant to be subtracted. In two dimensions the tensor also vanishes, but there the box integral already converges at large momentum.

## Contractions and traces by anticommutation

Define $K(X)=\sum_a g_aXg_a$, which is `contract g X`. Anticommuting $g_a$ past $g_n$ gives
$$g_ag_nXg_a=2\delta_{an}Xg_a-g_n\,g_aXg_a,$$
and summing over $a$ gives `contract_step`:
$$K(g_nX)=2Xg_n-g_nK(X).$$
The Clifford relation with $a=b$ gives $g_a^2=1$, so $K(1)=d\,1$. Write $c=2-d$ from here on, except in pairing labels such as $(ab)(cd')$, where $c$ is still a summation index. Repeated use of the recursion yields
$$\begin{aligned}
K(g_n)&=c\,g_n,\\
K(g_ng_r)&=2g_rg_n-c\,g_ng_r,\\
K(g_ng_bg_r)&=2g_bg_rg_n-2g_ng_rg_b+c\,g_ng_bg_r .
\end{aligned}$$
These are `contract_one`, `contract_two` and `contract_three`. In the code, `noncomm_ring` checks the rearrangement of products and `module` collects the scalar multiples.

For `trace_four`, the trace of the Clifford relation first gives $\operatorname{tr}(g_ag_b)=N\delta_{ab}$. Carrying $g_m$ through three matrices gives
$$g_mg_ng_rg_s+g_ng_rg_sg_m=2\delta_{mn}g_rg_s-2\delta_{mr}g_ng_s+2\delta_{ms}g_ng_r .$$
By cyclicity both terms on the left have the same trace, so
$$\operatorname{tr}(g_mg_ng_rg_s)=N(A-B+C).$$

## Three pairings, three double sums

The lemma `sum_pairings` uses the Kronecker deltas to reduce the fourfold sum to three double sums, which `boxTensor_eq` evaluates as `h1`, `h2` and `h3`.

**Neighbouring momenta, $(ab)(cd')$.** Both contractions enclose one matrix:
$$S_1=c^2\operatorname{tr}(g_mg_ng_rg_s)=c^2N(A-B+C).$$

**Nested pairing, $(ad')(bc)$.** The inner contraction gives a factor $c$, and the outer one encloses three matrices:
$$S_3=c\operatorname{tr}\big(g_mK(g_ng_rg_s)\big).$$
The first two terms of $K(g_ng_rg_s)$ contribute $2\operatorname{tr}(g_mg_rg_sg_n)-2\operatorname{tr}(g_mg_ng_sg_r)$. Both traces equal $N(A+B-C)$, so they cancel, and $S_3=c^2N(A-B+C)$.

**Crossed pairing, $(ac)(bd')$.** Contracting over $a$ first, and then over $b$, gives
$$S_2=2\operatorname{tr}\big(g_mK(g_rg_ng_s)\big)-2\operatorname{tr}\big(g_mg_ng_rK(g_s)\big)+c\operatorname{tr}\big(g_mg_nK(g_rg_s)\big).$$
In the first term the same cancellation leaves $2c\operatorname{tr}(g_mg_rg_ng_s)$. The three terms are therefore
$$2cN(-A+B+C),\qquad -2cN(A-B+C),\qquad 2cN(A+B-C)-c^2N(A-B+C),$$
with sum
$$S_2=cN(-2A+6B-2C)-c^2N(A-B+C).$$

Adding the three pairings,
$$T_{mnrs}=cN[(c-2)(A+C)+(6-c)B]=N(d-2)[d(A+C)-(d+4)B].$$
In Lean, the contraction and trace formulas are substituted together and `ring` performs this last addition.

Exchanging $r$ and $s$ exchanges $B$ and $C$; exchanging $n$ and $r$ exchanges $A$ and $B$. Over the three orderings, the part with coefficient $d$ adds up to $2(A+B+C)$ and the part with coefficient $-(d+4)$ to $A+B+C$. The total coefficient is $2d-(d+4)=d-4$, which proves `boxTensor_sum`.

For the converse in `cancellation_iff`, set all four indices equal. Then $A+B+C=3$, and a vanishing sum forces $3N(d-2)(d-4)=0$. Since $N\neq0$, only $d=2$ and $d=4$ remain.

## Commuting matrices and other dimensions

Anticommutation is essential. Take four matrices $g_a$ all equal to the $4\times4$ identity: each still squares to one, but they commute instead of anticommuting. Every trace is $4$ and the pairings sum to $3\cdot4^2=48$, so every ordering gives $192$ and the three together give $576$.

The dimension matters too. For $d=N=1$ and $g=1$ the Clifford relation holds, each ordering gives $3$, and the sum is $9$.

## Cutoffs, poles and sampling

In a one-loop calculation with a momentum cutoff $\Lambda$, each ordering separately contains its own tensor times a common multiple of $\log\Lambda$, and these terms cancel in the sum. If the integral is sampled numerically, adding the orderings at the same $k$ does not remove the leading integrand point by point, because the cancellation also needs the average over directions.

In dimensional regularization, the formula continued in $d$ has a factor $d-4$ that multiplies a $1/(d-4)$ pole. The product is a finite constant, so the algebra must be kept in $d$ dimensions until the pole has been multiplied out.
